# Second-order energies of a finite nondegenerate system, weighted by populations that do not rise with energy, sum to at most zero

Take two levels with energies 0 and δ > 0, coupled by a matrix element v. Their second-order energies are −|v|²/δ and +|v|²/δ. When δ is small, a thermal average taken level by level subtracts two large numbers, and neither term shows the sign of the result. Collecting the terms by pairs of levels replaces the two populations by their difference, which settles the sign and, for Gibbs populations at a fixed temperature above zero, keeps the sum finite as δ shrinks.

In general, let E_n be finitely many distinct unperturbed energies, V the Hermitian perturbation matrix in the unperturbed eigenbasis, b_n the second-order energy of level n, and p_n real weights. The identity is

∑_n p_n b_n = ∑_(n<k) (p_n − p_k) |V_nk|² / (E_n − E_k).

For a dipole perturbation V = −μF in a static field F, with normalised populations held at their unperturbed values, the sum is −αF²/2, where α is the averaged polarisability. If these populations do not rise with energy, every pair term is at most zero, so α is nonnegative in this finite model.

## The second-order energy solves the order equations

Insert the state |n⟩ + t u + t² w and the energy E_n + t a + t² b into the eigenvalue equation of diag(E) + tV. Component k at orders t and t² reads

E_k u_k + V_kn = E_n u_k + a δ_kn

E_k w_k + ∑_j V_kj u_j = E_n w_k + a u_k + b δ_kn.

In Lean 4 with Mathlib:

```lean
import Mathlib

open Finset

namespace ThermalSecondOrder

noncomputable section

variable {ι : Type*} [Fintype ι] [LinearOrder ι]
```

The structure `IsExpansion` records exactly these equations, with `E : ι → ℝ`, `V : Matrix ι ι ℂ` and real corrections `a`, `b`. It imposes no normalisation, so u_n is free. Without the order equations, b would be an arbitrary number.

```lean
/-- The Rayleigh-Schroedinger equations of first and second order for level `n` of `diag(E) + t V`,
with state corrections `u`, `w` and energy corrections `a`, `b`. -/
structure IsExpansion (E : ι → ℝ) (V : Matrix ι ι ℂ) (n : ι) (u w : ι → ℂ) (a b : ℝ) :
    Prop where
  first : ∀ k, (E k : ℂ) * u k + V k n = E n * u k + (if k = n then (a : ℂ) else 0)
  second : ∀ k, (E k : ℂ) * w k + ∑ j, V k j * u j
    = E n * w k + a * u k + (if k = n then (b : ℂ) else 0)
```

Alternatively, b could be modelled as half the second derivative at t = 0 of an eigenvalue branch of diag(E) + tV. The statement would then concern exact eigenvalues, and differentiable branches would have to be constructed first. The order equations make no claim about exact eigenvalues or convergence of the series.

The weights stay general until the last bound, which uses Gibbs populations:

```lean
/-- The Gibbs population of level `n` at inverse temperature `β`. -/
def gibbs (β : ℝ) (E : ι → ℝ) (n : ι) : ℝ :=
  Real.exp (-β * E n) / ∑ m, Real.exp (-β * E m)
```

## The perturbation is Hermitian

Hermiticity, `V.IsHermitian`, makes V an observable. By hand it enters as V_nj V_jn = |V_jn|², so a virtual transition from n to j and back contributes a real amount with the sign of E_n − E_j. The first lemma is this step.

```lean
omit [Fintype ι] [LinearOrder ι] in
/-- A virtual transition from `n` to `j` and back contributes a real amount, the squared coupling
over the energy difference. -/
lemma virtual_transition {E : ι → ℝ} {V : Matrix ι ι ℂ} (hV : V.IsHermitian) (n j : ι) :
    V n j * (V j n / ((E n : ℂ) - E j)) = ((‖V j n‖ ^ 2 / (E n - E j) : ℝ) : ℂ) := by
  have hn : V n j * V j n = (‖V j n‖ : ℂ) ^ 2 := by
    rw [← hV.apply n j]
    exact Complex.conj_mul' _
  rw [← mul_div_assoc, hn]
  push_cast
  rfl
```

Without it the sign can reverse. For two levels with V_01 = 1, V_10 = −1 and zero diagonal, the product is −1, and the lower level is pushed up.

## The energies are distinct

`Function.Injective E` says that no two levels are degenerate. For j ≠ n the first-order equation can then be divided by the energy difference:

u_j = V_jn / (E_n − E_j).

At k = n the two equations give a = V_nn and ∑_j V_nj u_j = a u_n + b. The terms in u_n cancel, leaving

b_n = ∑_(k≠n) |V_kn|² / (E_n − E_k).

In `second_order_energy`, `hterm` evaluates each term with j ≠ n, and the final `linear_combination` cancels u_n.

```lean
/-- The order equations fix the second-order energy to its sum-over-states value. -/
theorem second_order_energy {E : ι → ℝ} (hE : Function.Injective E) {V : Matrix ι ι ℂ}
    (hV : V.IsHermitian) {n : ι} {u w : ι → ℂ} {a b : ℝ} (h : IsExpansion E V n u w a b) :
    b = ∑ k with k ≠ n, ‖V k n‖ ^ 2 / (E n - E k) := by
  have h1 := h.first n
  have h2 := h.second n
  rw [if_pos rfl] at h1 h2
  have hsplit : V n n * u n + ∑ j with j ≠ n, V n j * u j = ∑ j, V n j * u j := by
    rw [Finset.filter_ne']
    exact Finset.add_sum_erase univ (fun j => V n j * u j) (mem_univ n)
  -- the first-order equation gives the amplitudes on the other levels
  have hterm : ∀ j ∈ univ.filter (fun j => j ≠ n),
      V n j * u j = ((‖V j n‖ ^ 2 / (E n - E j) : ℝ) : ℂ) := by
    intro j hj
    have hjn : j ≠ n := (Finset.mem_filter.1 hj).2
    have hd : (E n : ℂ) - E j ≠ 0 :=
      sub_ne_zero.2 (fun e => hjn (hE (Complex.ofReal_injective e)).symm)
    have h3 := h.first j
    rw [if_neg hjn] at h3
    have hu : u j = V j n / ((E n : ℂ) - E j) := by
      rw [eq_div_iff hd]
      linear_combination -h3
    rw [hu, virtual_transition hV]
  apply Complex.ofReal_injective
  rw [Complex.ofReal_sum, ← Finset.sum_congr rfl hterm]
  linear_combination -h2 - hsplit + u n * h1
```

If two degenerate levels are coupled, the first-order equation demands V_kn = 0 and has no solution; the basis must first be adapted to V. For distinct energies a solution always exists. Set u_n = w_n = 0, take u_k as above, and for k ≠ n put

w_k = (∑_j V_kj u_j − V_nn u_k) / (E_n − E_k).

The next theorem checks both equations, separately for k = n and k ≠ n.

```lean
/-- For distinct energies and Hermitian `V` the order equations of every level have a solution. -/
theorem expansion_exists {E : ι → ℝ} (hE : Function.Injective E) {V : Matrix ι ι ℂ}
    (hV : V.IsHermitian) (n : ι) :
    ∃ u w, IsExpansion E V n u w (V n n).re (∑ k with k ≠ n, ‖V k n‖ ^ 2 / (E n - E k)) := by
  let u : ι → ℂ := fun k => if k = n then 0 else V k n / ((E n : ℂ) - E k)
  let w : ι → ℂ := fun k => if k = n then 0 else
    (∑ j, V k j * u j - ((V n n).re : ℂ) * u k) / ((E n : ℂ) - E k)
  have hun : u n = 0 := if_pos rfl
  have hwn : w n = 0 := if_pos rfl
  have hu : ∀ k, k ≠ n → u k = V k n / ((E n : ℂ) - E k) := fun k hk => if_neg hk
  have hw : ∀ k, k ≠ n → w k = (∑ j, V k j * u j - ((V n n).re : ℂ) * u k)
      / ((E n : ℂ) - E k) := fun k hk => if_neg hk
  have hd : ∀ k, k ≠ n → (E n : ℂ) - E k ≠ 0 := fun k hk =>
    sub_ne_zero.2 (fun e => hk (hE (Complex.ofReal_injective e)).symm)
  have hre : ((V n n).re : ℂ) = V n n := Complex.conj_eq_iff_re.1 (hV.apply n n)
  have hs : ∑ j, V n j * u j
      = ((∑ k with k ≠ n, ‖V k n‖ ^ 2 / (E n - E k) : ℝ) : ℂ) := by
    rw [Complex.ofReal_sum, Finset.sum_filter]
    refine Finset.sum_congr rfl fun j _ => ?_
    by_cases hj : j = n
    · rw [hj, hun, if_neg (not_not.2 rfl), mul_zero]
    · rw [if_pos hj, hu j hj, virtual_transition hV]
  refine ⟨u, w, fun k => ?_, fun k => ?_⟩
  · by_cases hk : k = n
    · rw [hk, hun, if_pos rfl]
      linear_combination -hre
    · rw [hu k hk, if_neg hk]
      linear_combination -(div_mul_cancel₀ (V k n) (hd k hk))
  · by_cases hk : k = n
    · rw [hk, hun, hwn, if_pos rfl]
      linear_combination hs
    · rw [hw k hk, if_neg hk]
      linear_combination -(div_mul_cancel₀
        (∑ j, V k j * u j - ((V n n).re : ℂ) * u k) (hd k hk))
```

## The labels are ordered, independently of the energies

`LinearOrder ι` lets each pair be counted once as n < k, and it also supplies the equality test in `if k = n`; the labels need not follow the energies. Without an order, the same sum could run over unordered pairs. `pair_sum` splits the terms with k ≠ n into k > n and k < n, then exchanges the names in the second part.

```lean
/-- A sum over ordered pairs of different levels is a sum over pairs `n < k` of both orders. -/
lemma pair_sum (g : ι → ι → ℝ) :
    ∑ n, ∑ k with k ≠ n, g n k = ∑ n, ∑ k with n < k, (g n k + g k n) := by
  have h1 : ∀ n, ∑ k with k ≠ n, g n k
      = ∑ k, (if n < k then g n k else 0) + ∑ k, (if k < n then g n k else 0) := by
    intro n
    rw [Finset.sum_filter, ← Finset.sum_add_distrib]
    refine Finset.sum_congr rfl fun k _ => ?_
    rcases lt_trichotomy n k with h | h | h
    · simp [h, h.ne', not_lt_of_ge h.le]
    · simp [h]
    · simp [h, h.ne, not_lt_of_ge h.le]
  have h2 : ∑ n, ∑ k, (if k < n then g n k else 0)
      = ∑ n, ∑ k, (if n < k then g k n else 0) := Finset.sum_comm
  simp_rw [h1, Finset.sum_add_distrib, Finset.sum_filter]
  rw [h2]
```

Applied to the weighted sum, this gives for each pair

p_n |V_kn|² / (E_n − E_k) + p_k |V_nk|² / (E_k − E_n) = (p_n − p_k) |V_nk|² / (E_n − E_k),

because |V_kn| = |V_nk| and the denominator changes sign. The weights need be neither positive nor normalised.

```lean
/-- The population-weighted sum of second-order energies is a sum over pairs of levels, each
weighted by its population difference. -/
theorem thermal_pair_formula {E : ι → ℝ} (hE : Function.Injective E) {V : Matrix ι ι ℂ}
    (hV : V.IsHermitian) {u w : ι → ι → ℂ} {a b : ι → ℝ}
    (h : ∀ n, IsExpansion E V n (u n) (w n) (a n) (b n)) (p : ι → ℝ) :
    ∑ n, p n * b n = ∑ n, ∑ k with n < k, (p n - p k) * ‖V n k‖ ^ 2 / (E n - E k) := by
  have h1 : ∑ n, p n * b n
      = ∑ n, ∑ k with k ≠ n, p n * (‖V k n‖ ^ 2 / (E n - E k)) := by
    refine Finset.sum_congr rfl fun n _ => ?_
    rw [second_order_energy hE hV (h n), Finset.mul_sum]
  rw [h1]
  refine (pair_sum (fun n k => p n * (‖V k n‖ ^ 2 / (E n - E k)))).trans ?_
  refine Finset.sum_congr rfl fun n _ => Finset.sum_congr rfl fun k _ => ?_
  show p n * (‖V k n‖ ^ 2 / (E n - E k)) + p k * (‖V n k‖ ^ 2 / (E k - E n)) = _
  -- the coupling is symmetric, the denominator antisymmetric
  have hs : ‖V k n‖ = ‖V n k‖ := by rw [← hV.apply n k, norm_star]
  rw [hs, ← neg_sub (E n) (E k), div_neg]
  ring
```

## Lower levels are at least as populated

The hypothesis `hp` says that E_n < E_k implies p_k ≤ p_n: there is no population inversion. By hand, p_n − p_k and E_n − E_k then never have the same strict sign, so every pair term is at most zero. `pair_nonpos` treats the two energy orderings.

```lean
omit [Fintype ι] [LinearOrder ι] in
/-- For distinct energies, if lower levels are always at least as populated as higher ones, every
pair of different levels contributes a nonpositive amount. -/
lemma pair_nonpos {E p : ι → ℝ} (hE : Function.Injective E)
    (hp : ∀ n k, E n < E k → p k ≤ p n) (V : Matrix ι ι ℂ) {n k : ι} (hnk : n ≠ k) :
    (p n - p k) * ‖V n k‖ ^ 2 / (E n - E k) ≤ 0 := by
  rcases lt_or_gt_of_ne (hE.ne hnk) with h | h
  · exact div_nonpos_of_nonneg_of_nonpos
      (mul_nonneg (sub_nonneg.2 (hp n k h)) (sq_nonneg _)) (sub_neg.2 h).le
  · refine div_nonpos_of_nonpos_of_nonneg ?_ (sub_pos.2 h).le
    nlinarith [mul_nonneg (sub_nonneg.2 (hp k n h)) (sq_nonneg ‖V n k‖)]
```

Summing over pairs gives the sign of the total. With an inversion between two coupled levels, the two-level sum is positive.

```lean
/-- If lower levels are at least as populated as higher ones, the weighted sum of second-order
energies is nonpositive. -/
theorem thermal_nonpos {E : ι → ℝ} (hE : Function.Injective E) {V : Matrix ι ι ℂ}
    (hV : V.IsHermitian) {u w : ι → ι → ℂ} {a b : ι → ℝ}
    (h : ∀ n, IsExpansion E V n (u n) (w n) (a n) (b n)) {p : ι → ℝ}
    (hp : ∀ n k, E n < E k → p k ≤ p n) : ∑ n, p n * b n ≤ 0 := by
  rw [thermal_pair_formula hE hV h]
  exact Finset.sum_nonpos fun n _ => Finset.sum_nonpos fun k hk =>
    pair_nonpos hE hp V (Finset.mem_filter.1 hk).2.ne
```

## Strict ordering identifies the case of zero

If lower levels are strictly more populated, each pair's population difference is nonzero. A sum of nonpositive terms vanishes only if every term does, which forces V_nk = 0 for n < k; Hermiticity supplies the other half. Conversely, a diagonal V makes every term zero. With equal populations the sum vanishes for every V, so strictness is needed here.

```lean
/-- If lower levels are strictly more populated, the weighted sum vanishes exactly when `V`
couples no two different levels. -/
theorem thermal_eq_zero_iff {E : ι → ℝ} (hE : Function.Injective E) {V : Matrix ι ι ℂ}
    (hV : V.IsHermitian) {u w : ι → ι → ℂ} {a b : ι → ℝ}
    (h : ∀ n, IsExpansion E V n (u n) (w n) (a n) (b n)) {p : ι → ℝ}
    (hp : ∀ n k, E n < E k → p k < p n) :
    ∑ n, p n * b n = 0 ↔ ∀ n k, n ≠ k → V n k = 0 := by
  rw [thermal_pair_formula hE hV h]
  have hneg : ∀ n, ∀ k ∈ univ.filter (fun k => n < k),
      (p n - p k) * ‖V n k‖ ^ 2 / (E n - E k) ≤ 0 := fun n k hk =>
    pair_nonpos hE (fun i j hij => (hp i j hij).le) V (Finset.mem_filter.1 hk).2.ne
  constructor
  · intro h0
    -- a vanishing sum of nonpositive terms vanishes term by term
    have hlt : ∀ n k, n < k → V n k = 0 := by
      intro n k hnk
      have h1 := (Finset.sum_eq_zero_iff_of_nonpos
        (fun n _ => Finset.sum_nonpos (hneg n))).1 h0 n (mem_univ n)
      have h2 := (Finset.sum_eq_zero_iff_of_nonpos (hneg n)).1 h1 k
        (Finset.mem_filter.2 ⟨mem_univ k, hnk⟩)
      have hd : E n - E k ≠ 0 := sub_ne_zero.2 (hE.ne hnk.ne)
      have hq : p n - p k ≠ 0 := by
        rcases lt_or_gt_of_ne (hE.ne hnk.ne) with e | e
        · exact (sub_pos.2 (hp n k e)).ne'
        · exact (sub_neg.2 (hp k n e)).ne
      have h3 := (mul_eq_zero.1 ((div_eq_zero_iff.1 h2).resolve_right hd)).resolve_left hq
      exact norm_eq_zero.1 (pow_eq_zero_iff two_ne_zero |>.1 h3)
    intro n k hnk
    rcases lt_or_gt_of_ne hnk with e | e
    · exact hlt n k e
    · rw [← hV.apply n k, hlt k n e, star_zero]
  · intro h0
    refine Finset.sum_eq_zero fun n _ => Finset.sum_eq_zero fun k hk => ?_
    rw [h0 n k (Finset.mem_filter.1 hk).2.ne]
    simp
```

## Gibbs populations at nonnegative inverse temperature

For p_n = exp(−βE_n)/Z, with Z the sum of the Boltzmann factors and β ≥ 0, the populations have the required order. Their differences are also bounded, by the trapezoid inequality for x ≤ y:

2(eʸ − eˣ) ≤ (y − x)(eʸ + eˣ).

To prove it, put s = y − x and divide by eʸ. The claim becomes f(s) ≥ 0 for

f(s) = s(1 + e⁻ˢ) − 2(1 − e⁻ˢ).

Here f(0) = 0 and f′(s) = 1 − (s + 1)e⁻ˢ ≥ 0, since eˢ ≥ 1 + s. The lemma follows the same route, with `hmono` stating that f is monotone.

```lean
/-- For `x ≤ y` the trapezoid rule gives at least the integral of the exponential from `x` to `y`,
which is `exp y - exp x`. -/
lemma exp_trapezoid {x y : ℝ} (hxy : x ≤ y) :
    2 * (Real.exp y - Real.exp x) ≤ (y - x) * (Real.exp y + Real.exp x) := by
  have hmono : Monotone (fun t : ℝ => t * (1 + Real.exp (-t)) - 2 * (1 - Real.exp (-t))) := by
    refine monotone_of_deriv_nonneg (by fun_prop) fun t => ?_
    have he : HasDerivAt (fun s : ℝ => Real.exp (-s)) (-Real.exp (-t)) t := by
      simpa using (hasDerivAt_id' t).fun_neg.exp
    have hd : HasDerivAt (fun t : ℝ => t * (1 + Real.exp (-t)) - 2 * (1 - Real.exp (-t)))
        (1 - (t + 1) * Real.exp (-t)) t := by
      have h0 := ((hasDerivAt_id' t).fun_mul (he.const_add 1)).fun_sub
        ((he.const_sub 1).const_mul 2)
      have h1 : HasDerivAt (fun t : ℝ => t * (1 + Real.exp (-t)) - 2 * (1 - Real.exp (-t)))
          (1 * (1 + Real.exp (-t)) + t * (-Real.exp (-t)) - 2 * (-(-Real.exp (-t)))) t := h0
      exact h1.congr_deriv (by ring)
    rw [hd.deriv]
    have h1 : Real.exp t * Real.exp (-t) = 1 := by
      rw [← Real.exp_add, add_neg_cancel, Real.exp_zero]
    linarith [mul_le_mul_of_nonneg_right (Real.add_one_le_exp t) (Real.exp_pos (-t)).le]
  have h : (0 : ℝ) * (1 + Real.exp (-0)) - 2 * (1 - Real.exp (-0))
      ≤ (y - x) * (1 + Real.exp (-(y - x))) - 2 * (1 - Real.exp (-(y - x))) :=
    hmono (sub_nonneg.2 hxy)
  rw [neg_zero, Real.exp_zero] at h
  have hexp : Real.exp y * Real.exp (-(y - x)) = Real.exp x := by
    rw [← Real.exp_add]
    congr 1
    ring
  rw [← hexp]
  nlinarith [mul_le_mul_of_nonneg_left h (Real.exp_pos y).le]
```

Setting x = −βE_k and y = −βE_n for E_n < E_k, and dividing by Z, gives

p_n − p_k ≤ (β/2)(E_k − E_n)(p_n + p_k).

Multiplying by |V_nk|²/(E_n − E_k), which is at most zero, reverses the inequality:

(p_n − p_k)|V_nk|² / (E_n − E_k) ≥ −(β/2)(p_n + p_k)|V_nk|².

The same bound holds when E_k < E_n, by exchanging the labels. Summed over pairs, it yields

−(β/2) ∑_n p_n ∑_(k≠n) |V_kn|² ≤ ∑_n p_n b_n ≤ 0.

In the proof, `hdiff` is the population bound and `hfluct` rewrites the left-hand sum over pairs. For the two levels of the opening, the lower bound is −β|v|²/2, whatever δ is. At negative β the populations are inverted, and the upper bound fails as soon as two levels are coupled.

The sum is not the full second-order free energy, which also contains −β/2 times the thermal variance of the first-order shifts V_nn.

```lean
/-- At inverse temperature `β ≥ 0` the Gibbs-weighted sum of second-order energies lies between
minus `β / 2` times the Gibbs average of each level's summed squared couplings to the other levels
and zero. -/
theorem gibbs_bounds {E : ι → ℝ} (hE : Function.Injective E) {V : Matrix ι ι ℂ}
    (hV : V.IsHermitian) {u w : ι → ι → ℂ} {a b : ι → ℝ}
    (h : ∀ n, IsExpansion E V n (u n) (w n) (a n) (b n)) {β : ℝ} (hβ : 0 ≤ β) :
    -(β / 2) * ∑ n, gibbs β E n * ∑ k with k ≠ n, ‖V k n‖ ^ 2 ≤ ∑ n, gibbs β E n * b n
      ∧ ∑ n, gibbs β E n * b n ≤ 0 := by
  have hZ : 0 ≤ ∑ m, Real.exp (-β * E m) := Finset.sum_nonneg fun m _ => (Real.exp_pos _).le
  have hexp : ∀ n k, E n < E k → -β * E k ≤ -β * E n := fun n k e => by
    nlinarith [mul_le_mul_of_nonneg_left e.le hβ]
  -- population differences are controlled by the trapezoid inequality
  have hdiff : ∀ n k, E n < E k → 2 * (gibbs β E n - gibbs β E k)
      ≤ β * (E k - E n) * (gibbs β E n + gibbs β E k) := by
    intro n k e
    have h1 := mul_le_mul_of_nonneg_right (exp_trapezoid (hexp n k e)) (inv_nonneg.2 hZ)
    simp only [gibbs, div_eq_mul_inv]
    linarith
  refine ⟨?_, thermal_nonpos hE hV h fun n k e =>
    div_le_div_of_nonneg_right (Real.exp_le_exp.2 (hexp n k e)) hZ⟩
  have hfluct : ∑ n, gibbs β E n * ∑ k with k ≠ n, ‖V k n‖ ^ 2
      = ∑ n, ∑ k with n < k, (gibbs β E n + gibbs β E k) * ‖V n k‖ ^ 2 := by
    simp_rw [Finset.mul_sum]
    refine (pair_sum (fun n k => gibbs β E n * ‖V k n‖ ^ 2)).trans ?_
    refine Finset.sum_congr rfl fun n _ => Finset.sum_congr rfl fun k _ => ?_
    show gibbs β E n * ‖V k n‖ ^ 2 + gibbs β E k * ‖V n k‖ ^ 2 = _
    have hs : ‖V k n‖ = ‖V n k‖ := by rw [← hV.apply n k, norm_star]
    rw [hs]
    ring
  rw [thermal_pair_formula hE hV h, hfluct, Finset.mul_sum]
  refine Finset.sum_le_sum fun n _ => ?_
  rw [Finset.mul_sum]
  refine Finset.sum_le_sum fun k hk => ?_
  rcases lt_or_gt_of_ne (hE.ne (Finset.mem_filter.1 hk).2.ne) with e | e
  · rw [le_div_iff_of_neg (sub_neg.2 e)]
    linarith [mul_le_mul_of_nonneg_right (hdiff n k e) (sq_nonneg ‖V n k‖)]
  · rw [le_div_iff₀ (sub_pos.2 e)]
    linarith [mul_le_mul_of_nonneg_right (hdiff k n e) (sq_nonneg ‖V n k‖)]

end

end ThermalSecondOrder
```

```lean
#print axioms ThermalSecondOrder.second_order_energy
#print axioms ThermalSecondOrder.expansion_exists
#print axioms ThermalSecondOrder.thermal_eq_zero_iff
#print axioms ThermalSecondOrder.gibbs_bounds
```

```
'ThermalSecondOrder.second_order_energy' depends on axioms: [propext, Classical.choice, Quot.sound]
'ThermalSecondOrder.expansion_exists' depends on axioms: [propext, Classical.choice, Quot.sound]
'ThermalSecondOrder.thermal_eq_zero_iff' depends on axioms: [propext, Classical.choice, Quot.sound]
'ThermalSecondOrder.gibbs_bounds' depends on axioms: [propext, Classical.choice, Quot.sound]
```
